# Neutral separated fragments with $I > A$ minimise the piecewise-linear energy exactly when their parabolas transfer at most half an electron

Pull a sodium atom and a chlorine atom apart in a code that gives each atom a quadratic energy in its electron number and lets charge flow freely between them, and the atoms don't in general end up neutral. With the illustrative energies used below, the transfer from sodium to chlorine tends to about 0.39 of an electron as the distance grows, and the total energy tends to a value about 1.06 eV below that of the two neutral atoms. The linear solver and the fitted parameters can both be correct: the error comes from the shape of the energy between integer electron numbers. If that energy is linear between integers, the same two atoms have their minimum at zero transfer.

## A threshold of half an electron

Take two fragments A and B with no interaction between them. Fragment X, which is A or B, has ionisation energy $I_X$ and electron affinity $A_X$, and from these

$$c_X = \frac{I_X + A_X}{2}, \qquad h_X = I_X - A_X ,$$

the Mulliken electronegativity and the hardness. Let $t$ be the number of electrons moved from B to A, negative if they move the other way. When $I_X > A_X$ on both fragments, the parabolas through the three integer energies of each fragment have their minimal total at

$$t^* = \frac{c_A - c_B}{h_A + h_B}$$

and nowhere else. The piecewise-linear total is minimised over $-1 \le t \le 1$ at $t = 0$ exactly when

$$I_B \ge A_A \quad\text{and}\quad I_A \ge A_B ,$$

and this pair of inequalities is equivalent to $|t^*| \le \tfrac12$.

The condition $I_X > A_X$ says that two distant copies of the neutral fragment would have to be given energy to turn into a cation and an anion.

## Charge equilibration at large separation

A charge-equilibration scheme that minimises the sum of these parabolas and a Coulomb coupling, with no further cost for moving charge, returns $t^*$ for two sites of zero total charge once the coupling has vanished. That makes the formula a convenient reference value for the solver. The threshold then tells whether neutral fragments are a minimum of the piecewise-linear model with the same input energies: they are exactly when $|t^*| \le \tfrac12$.

In electronic structure, the same contrast appears when an approximate density functional gives an energy that is convex between integers and leaves fractional charges on dissociated fragments; the model here shows it for two non-interacting fragments described by three energies each.

## From three energies to two minima

Write $E_X^+$, $E_X^0$ and $E_X^-$ for the energies of cation, neutral fragment and anion, so that $I_X = E_X^+ - E_X^0$ and $A_X = E_X^0 - E_X^-$. Let $x$ be the number of electrons gained.

**The parabola.** A quadratic $a + bx + dx^2$ through the three energies satisfies

$$a - b + d = E_X^+, \qquad a = E_X^0, \qquad a + b + d = E_X^- .$$

Half the difference of the outer equations gives $b = (E_X^- - E_X^+)/2 = -c_X$. Half their sum gives $d = (E_X^+ + E_X^-)/2 - E_X^0 = h_X/2$. The parabola is therefore

$$P_X(x) = E_X^0 - c_X x + \tfrac12 h_X x^2 .$$

**Its minimum.** Fragment A gains $t$ electrons and B gains $-t$. With $H = h_A + h_B$ and $c_A - c_B = H t^*$, the total is

$$P(t) = P_A(t) + P_B(-t) = E_A^0 + E_B^0 - H t^* t + \tfrac12 H t^2 .$$

At $t = t^*$ this equals $E_A^0 + E_B^0 - \tfrac12 H t^{*2}$, so

$$P(t) = P(t^*) + \tfrac12 H (t - t^*)^2 .$$

Since $H > 0$, the square term vanishes at $t^*$ and is positive everywhere else.

**The piecewise-linear energy.** Between neighbouring integers the energy is the weighted mean

$$L_X(x) = \begin{cases} (1+x)E_X^0 - xE_X^+ = E_X^0 - I_X x, & -1 \le x \le 0,\\ (1-x)E_X^0 + xE_X^- = E_X^0 - A_X x, & 0 \le x \le 1. \end{cases}$$

For the total $L(t) = L_A(t) + L_B(-t)$ this gives

$$L(t) - L(0) = \begin{cases} t\,(I_B - A_A), & 0 \le t \le 1,\\ -t\,(I_A - A_B), & -1 \le t \le 0. \end{cases}$$

If both brackets are non-negative, no transfer lowers the energy. Conversely, if $t = 0$ is a minimum, then $t = 1$ gives $I_B \ge A_A$ and $t = -1$ gives $I_A \ge A_B$.

**The link.** Inserting the definitions of $c_X$ and $h_X$,

$$\tfrac12 H - (c_A - c_B) = I_B - A_A, \qquad \tfrac12 H + (c_A - c_B) = I_A - A_B .$$

Division by $H > 0$ turns these into

$$\tfrac12 - t^* = \frac{I_B - A_A}{H}, \qquad \tfrac12 + t^* = \frac{I_A - A_B}{H} .$$

Both right-hand sides are non-negative exactly when $-\tfrac12 \le t^* \le \tfrac12$.

**Sodium and chlorine.** As illustrative inputs, not quoted measurements, let A be chlorine, with $I_A = 12.97$ and $A_A = 3.61$, and B sodium, with $I_B = 5.14$ and $A_B = 0.55$, all in eV. Then $c_A - c_B = 8.29 - 2.845 = 5.445$ and $H = 9.36 + 4.59 = 13.95$, so $t^* = 5.445/13.95 = 121/310 \approx 0.39$. The parabolic total drops by $\tfrac12 H t^{*2} \approx 1.06$ eV. In the piecewise-linear model, moving electrons to chlorine costs $5.14 - 3.61 = 1.53$ eV per electron, and moving them to sodium costs $12.97 - 0.55 = 12.42$ eV per electron.

## The Lean file

```lean
import Mathlib

open Set

namespace SeparatedFragmentCharge

noncomputable section

/-- A fragment described by its total energies with one electron removed, with none
removed or added, and with one electron added. -/
structure Fragment where
  cation : ℝ
  neutral : ℝ
  anion : ℝ

/-- The ionisation energy `I`: the cost of removing one electron. -/
def Fragment.ionisation (X : Fragment) : ℝ := X.cation - X.neutral

/-- The electron affinity `A`: the energy released on adding one electron. -/
def Fragment.affinity (X : Fragment) : ℝ := X.neutral - X.anion

/-- The Mulliken electronegativity `c = (I + A) / 2`. -/
def Fragment.electronegativity (X : Fragment) : ℝ := (X.ionisation + X.affinity) / 2

/-- The hardness `h = I - A`. -/
def Fragment.hardness (X : Fragment) : ℝ := X.ionisation - X.affinity

/-- The parabolic energy of a fragment that has gained `x` electrons. -/
def Fragment.parabola (X : Fragment) (x : ℝ) : ℝ :=
  X.neutral - X.electronegativity * x + X.hardness / 2 * x ^ 2

/-- The piecewise-linear energy of a fragment that has gained `x` electrons, for
`-1 ≤ x ≤ 1`: a weighted mean of the energies at the two neighbouring integers. -/
def Fragment.ensemble (X : Fragment) (x : ℝ) : ℝ :=
  if x ≤ 0 then (1 + x) * X.neutral + (-x) * X.cation
  else (1 - x) * X.neutral + x * X.anion

/-- The total parabolic energy after `t` electrons have moved from `B` to `A`. -/
def parabolicTotal (A B : Fragment) (t : ℝ) : ℝ := A.parabola t + B.parabola (-t)

/-- The total piecewise-linear energy after `t` electrons have moved from `B` to `A`,
for `-1 ≤ t ≤ 1`. -/
def ensembleTotal (A B : Fragment) (t : ℝ) : ℝ := A.ensemble t + B.ensemble (-t)

/-- The transfer `(c_A - c_B) / (h_A + h_B)`, in electrons moved from `B` to `A`. If the hardnesses
sum to zero, Lean's division makes it 0, which has no physical meaning. -/
def transfer (A B : Fragment) : ℝ :=
  (A.electronegativity - B.electronegativity) / (A.hardness + B.hardness)

/-- A quadratic function of the electron number passes through the three integer energies of a
fragment exactly when it equals `X.parabola` at every real `x`. -/
theorem parabola_unique (X : Fragment) (a b d : ℝ) :
    (a - b + d = X.cation ∧ a = X.neutral ∧ a + b + d = X.anion) ↔
      ∀ x : ℝ, a + b * x + d * x ^ 2 = X.parabola x := by
  simp only [Fragment.parabola, Fragment.electronegativity, Fragment.hardness,
    Fragment.ionisation, Fragment.affinity]
  constructor
  · rintro ⟨h1, h2, h3⟩ x
    rw [← h1, ← h2, ← h3]
    ring
  · intro h
    have h0 := h 0
    have h1 := h 1
    have h2 := h (-1)
    norm_num at h0 h1 h2
    refine ⟨?_, ?_, ?_⟩ <;> linarith

/-- If the hardnesses do not sum to zero, the total parabolic energy is its value at the transfer
`(c_A - c_B) / (h_A + h_B)` plus `(h_A + h_B) / 2` times the squared deviation from it. -/
theorem parabolicTotal_eq_square (A B : Fragment) (h : A.hardness + B.hardness ≠ 0)
    (t : ℝ) :
    parabolicTotal A B t = parabolicTotal A B (transfer A B)
      + (A.hardness + B.hardness) / 2 * (t - transfer A B) ^ 2 := by
  -- at this transfer the slope of the total energy vanishes
  have hs : transfer A B * (A.hardness + B.hardness)
      = A.electronegativity - B.electronegativity := by
    unfold transfer
    exact div_mul_cancel₀ _ h
  simp only [parabolicTotal, Fragment.parabola]
  linear_combination (t - transfer A B) * hs

/-- For fragments with `I > A`, the total parabolic energy is minimal at the transfer
`(c_A - c_B) / (h_A + h_B)` and nowhere else. -/
theorem parabolic_minimiser (A B : Fragment) (hA : A.affinity < A.ionisation)
    (hB : B.affinity < B.ionisation) (t : ℝ) :
    (∀ s : ℝ, parabolicTotal A B t ≤ parabolicTotal A B s) ↔ t = transfer A B := by
  have H : 0 < A.hardness + B.hardness := by
    unfold Fragment.hardness
    linarith
  constructor
  · intro h
    by_contra hne
    have hd : t - transfer A B ≠ 0 := sub_ne_zero.mpr hne
    have hp : 0 < (t - transfer A B) ^ 2 := by positivity
    have h1 := h (transfer A B)
    have h2 := parabolicTotal_eq_square A B H.ne' t
    have h3 := mul_pos (half_pos H) hp
    linarith
  · intro ht s
    rw [ht]
    have h2 := parabolicTotal_eq_square A B H.ne' s
    have h3 := mul_nonneg (half_pos H).le (sq_nonneg (s - transfer A B))
    linarith

/-- The piecewise-linear energy has slope `-A` when electrons are gained and slope `-I`
when they are lost. -/
theorem ensemble_slopes (X : Fragment) (x : ℝ) :
    (0 ≤ x → X.ensemble x = X.neutral - X.affinity * x) ∧
      (x ≤ 0 → X.ensemble x = X.neutral - X.ionisation * x) := by
  constructor
  · intro hx
    unfold Fragment.ensemble Fragment.affinity
    split_ifs with h
    · have h0 : x = 0 := le_antisymm h hx
      rw [h0]
      ring
    · ring
  · intro hx
    unfold Fragment.ensemble Fragment.ionisation
    rw [if_pos hx]
    ring

/-- Moving electrons from `B` to `A` costs `I_B - A_A` per electron in the piecewise-linear
energy, and moving them from `A` to `B` costs `I_A - A_B` per electron. -/
theorem ensembleTotal_cost (A B : Fragment) (t : ℝ) :
    (0 ≤ t → ensembleTotal A B t
      = ensembleTotal A B 0 + t * (B.ionisation - A.affinity)) ∧
    (t ≤ 0 → ensembleTotal A B t
      = ensembleTotal A B 0 + (-t) * (A.ionisation - B.affinity)) := by
  have h0 : ensembleTotal A B 0 = A.neutral + B.neutral := by
    simp [ensembleTotal, Fragment.ensemble]
  constructor
  · intro ht
    rw [h0, ensembleTotal, (ensemble_slopes A t).1 ht,
      (ensemble_slopes B (-t)).2 (by linarith)]
    ring
  · intro ht
    rw [h0, ensembleTotal, (ensemble_slopes A t).2 ht,
      (ensemble_slopes B (-t)).1 (by linarith)]
    ring

/-- Among all fractional transfers between `-1` and `1`, zero transfer minimises the total
piecewise-linear energy exactly when `I_B ≥ A_A` and `I_A ≥ A_B`. -/
theorem ensemble_zero_minimises_iff (A B : Fragment) :
    (∀ t ∈ Icc (-1 : ℝ) 1, ensembleTotal A B 0 ≤ ensembleTotal A B t) ↔
      A.affinity ≤ B.ionisation ∧ B.affinity ≤ A.ionisation := by
  constructor
  · intro h
    -- the transfer of one whole electron either way tests both conditions
    have h1 := h 1 ⟨by norm_num, by norm_num⟩
    have h2 := h (-1) ⟨by norm_num, by norm_num⟩
    rw [(ensembleTotal_cost A B 1).1 (by norm_num)] at h1
    rw [(ensembleTotal_cost A B (-1)).2 (by norm_num)] at h2
    constructor <;> linarith
  · rintro ⟨h1, h2⟩ t _
    rcases le_total 0 t with ht | ht
    · rw [(ensembleTotal_cost A B t).1 ht]
      have := mul_nonneg ht (sub_nonneg.mpr h1)
      linarith
    · rw [(ensembleTotal_cost A B t).2 ht]
      have := mul_nonneg (neg_nonneg.mpr ht) (sub_nonneg.mpr h2)
      linarith

/-- For fragments with `I > A`, zero transfer minimises the piecewise-linear energy over
`[-1, 1]` exactly when the parabolas transfer at most half an electron. -/
theorem ensemble_zero_iff_parabolic_le_half (A B : Fragment)
    (hA : A.affinity < A.ionisation) (hB : B.affinity < B.ionisation) :
    (∀ t ∈ Icc (-1 : ℝ) 1, ensembleTotal A B 0 ≤ ensembleTotal A B t) ↔
      |transfer A B| ≤ 1 / 2 := by
  have H : 0 < A.hardness + B.hardness := by
    unfold Fragment.hardness
    linarith
  rw [ensemble_zero_minimises_iff, transfer, abs_le, le_div_iff₀ H, div_le_iff₀ H]
  simp only [Fragment.electronegativity, Fragment.hardness]
  constructor
  · rintro ⟨h1, h2⟩
    constructor <;> linarith
  · rintro ⟨h1, h2⟩
    constructor <;> linarith

/-- Illustrative inputs for a sodium atom, in electronvolts relative to the neutral atom. -/
def sodium : Fragment := ⟨5.14, 0, -0.55⟩

/-- Illustrative inputs for a chlorine atom, in electronvolts relative to the neutral atom. -/
def chlorine : Fragment := ⟨12.97, 0, -3.61⟩

/-- For separated sodium and chlorine the parabolas move `121/310` of an electron to
chlorine, while the piecewise-linear energy is minimal over `[-1, 1]` at zero transfer. -/
theorem sodium_chlorine :
    transfer chlorine sodium = 121 / 310 ∧
      ∀ t ∈ Icc (-1 : ℝ) 1,
        ensembleTotal chlorine sodium 0 ≤ ensembleTotal chlorine sodium t := by
  constructor
  · norm_num [transfer, Fragment.electronegativity, Fragment.hardness,
      Fragment.ionisation, Fragment.affinity, sodium, chlorine]
  · rw [ensemble_zero_minimises_iff]
    constructor <;>
      norm_num [Fragment.ionisation, Fragment.affinity, sodium, chlorine]

end

end SeparatedFragmentCharge
```

```lean
#print axioms SeparatedFragmentCharge.parabola_unique
#print axioms SeparatedFragmentCharge.parabolic_minimiser
#print axioms SeparatedFragmentCharge.ensemble_zero_iff_parabolic_le_half
#print axioms SeparatedFragmentCharge.sodium_chlorine
```

```
'SeparatedFragmentCharge.parabola_unique' depends on axioms: [propext, Classical.choice, Quot.sound]
'SeparatedFragmentCharge.parabolic_minimiser' depends on axioms: [propext, Classical.choice, Quot.sound]
'SeparatedFragmentCharge.ensemble_zero_iff_parabolic_le_half' depends on axioms: [propext, Classical.choice, Quot.sound]
'SeparatedFragmentCharge.sodium_chlorine' depends on axioms: [propext, Classical.choice, Quot.sound]
```

## The statements in physical terms

A `Fragment` is three real numbers: `cation`, `neutral` and `anion`. The functions `ionisation`, `affinity`, `electronegativity` and `hardness` are $I_X$, $A_X$, $c_X$ and $h_X$. The affinity is positive when the anion lies below the neutral fragment. The argument of `parabola` and `ensemble` counts electrons gained, so it has the opposite sign to the electric charge. In `parabolicTotal A B t`, `ensembleTotal A B t` and `transfer A B`, a positive value means that the first fragment receives electrons.

`parabola_unique` says that a quadratic meets the three integer energies if and only if it agrees with $P_X$ at every real $x$. `parabolic_minimiser` assumes $I_X > A_X$ on both fragments and says that $t$ minimises the parabolic total over all real transfers if and only if $t = t^*$. The minimisation isn't confined to $[-1,1]$, so $t^*$ may lie beyond one electron, where the parabola extrapolates from its data.

`ensemble_zero_minimises_iff` compares $t = 0$ with every $t$ in `Icc (-1 : ℝ) 1`, the closed interval from $-1$ to $1$. It places no condition on the sign of the hardnesses. Its inequalities are not strict: if $I_B = A_A$ and $I_A \ge A_B$, zero transfer is still a minimum, but every $t$ from 0 to 1 has the same energy. `ensemble_zero_iff_parabolic_le_half` restores the assumption $I_X > A_X$ and gives the threshold $|t^*| \le \tfrac12$. `sodium_chlorine` states both results for the example, with the decimal inputs taken as exact numbers.

## From the completed square to the threshold in Lean

In `parabola_unique`, one direction substitutes the three interpolation conditions and simplifies with `ring`. The other evaluates the assumed identity at 0, 1 and $-1$, and `linarith` recovers the conditions.

`parabolicTotal_eq_square` is the completed square. Its intermediate equation `hs` is $t^* H = c_A - c_B$, and `linear_combination` multiplies it by $t - t^*$ to account for the difference between the two sides. It needs only $H \ne 0$. `parabolic_minimiser` then uses the sign of the square term: a minimiser other than $t^*$ would have an energy strictly above $P(t^*)$, which is a contradiction.

`ensemble_slopes` rewrites the weighted means as lines of slope $-A_X$ and $-I_X$; the point $x = 0$ belongs to both branches and is treated separately. `ensembleTotal_cost` adds the lines of the two fragments. In `ensemble_zero_minimises_iff`, necessity comes from the transfers $1$ and $-1$, and sufficiency from a case split on the sign of $t$, with a product of non-negative factors in each case.

For the threshold, the proof replaces the minimum condition by the two inequalities, splits the absolute value with `abs_le`, and clears the positive denominator with `le_div_iff₀` and `div_le_iff₀`. What remains is linear in the four energies $I_A$, $A_A$, $I_B$ and $A_B$, and `linarith` closes it.

## Reach of the result for a real code

The theorems settle the algebra for real numbers: the formula for $t^*$, the uniqueness of the parabolic minimum, and the exact condition for a piecewise-linear minimum at zero transfer. A solver's floating-point error and the quality of its input energies are separate matters.

The piecewise-linear form is a definition here. It stands for the energy of a statistical mixture of the two neighbouring integer states, and the file doesn't derive it from a many-electron Hamiltonian. Nor does it contain an interaction between the fragments. At finite distance, Coulomb attraction between opposite charges can favour a transfer that separated fragments would reject, so the threshold shouldn't be applied to a bonded pair.

The piecewise-linear results concern only transfers of up to one electron between two initially neutral fragments. When $|t^*| > \tfrac12$, the theorem says that zero transfer is not a minimum, without naming the transfer that is. The cost formulas supply it: for $t^* > \tfrac12$ the energy falls steadily from $t = 0$ to $t = 1$ and is higher at every negative $t$ than at $t = 0$, so the minimum over $[-1,1]$ is at $t = 1$, with one whole electron moved to A. For $t^* < -\tfrac12$ it is at $t = -1$, with one whole electron moved to B.
